# Aufbau density matrices of equal trace and positive gap g differ by at most ‖F − F′‖_F / g

What it means for $P$ to be the aufbau density matrix of a Fock matrix $F$ is expressed here without eigenvalues. The matrix $P$ must commute with $F$, and the quadratic form $x\cdot Fx$ must be low on the occupied space and high on the virtual space, with a gap $g$ between the two bounds. No orbitals have to be sorted, and degenerate levels within either space need no special treatment.

Let $P$ and $P'$ be such density matrices for $F$ and $F'$, with equal trace and the same $g>0$. Then

$$\|P-P'\|_F\le \frac{\|F-F'\|_F}{g},$$

where $\|\cdot\|_F$ is the Frobenius norm. In a self-consistent-field calculation with a finite real orthonormal basis and occupations 0 and 1, this limits how far the density matrix can move when the Fock matrix changes, provided that both Fock matrices have the gap.

## Density matrices and the aufbau condition

```lean
import Mathlib

open Matrix

namespace DensityMatrixResponse

noncomputable section

variable {n : Type*} [Fintype n]
```

The type `n` labels the finitely many basis functions, and `Matrix n n ℝ` is the type of real square matrices indexed by them. The basis is orthonormal, so no overlap matrix appears.

```lean
/-- The Frobenius norm of a real square matrix. -/
def frob (A : Matrix n n ℝ) : ℝ := √(∑ i, ∑ j, A i j ^ 2)
```

This defines $\|A\|_F=\sqrt{\sum_i\sum_j A_{ij}^2}$.

```lean
/-- A one-particle density matrix with occupations 0 and 1: a real symmetric idempotent. -/
structure IsProjector (P : Matrix n n ℝ) : Prop where
  sym : Pᵀ = P
  idem : P * P = P
```

`IsProjector P` is a statement with two parts, $P^T=P$ and $P^2=P$. Such a $P$ projects onto the occupied orbitals, and its trace is their number. Fractional occupations, as in thermal smearing, are excluded.

```lean
/-- The projector `P` commutes with `F`; the quadratic form of `F` is at most `μ` per unit
squared length on the range of `P` and at least `μ + g` on its kernel. -/
structure IsAufbau (F P : Matrix n n ℝ) (μ g : ℝ) : Prop where
  proj : IsProjector P
  comm : P * F = F * P
  occ : ∀ x : n → ℝ, P *ᵥ x = x → x ⬝ᵥ F *ᵥ x ≤ μ * (x ⬝ᵥ x)
  virt : ∀ x : n → ℝ, P *ᵥ x = 0 → (μ + g) * (x ⬝ᵥ x) ≤ x ⬝ᵥ F *ᵥ x
```

The symbol `*ᵥ` applies a matrix to a vector, and `⬝ᵥ` is the dot product. Besides $PF=FP$, the structure requires

$$Px=x\;\Rightarrow\; x\cdot Fx\le\mu\,x\cdot x,\qquad Px=0\;\Rightarrow\; x\cdot Fx\ge(\mu+g)\,x\cdot x.$$

For symmetric $F$ this says that the occupied orbital energies lie at or below the threshold $\mu$ and the virtual ones at or above $\mu+g$. The gap stands for the HOMO–LUMO separation, or any positive lower bound on it. It is assumed, not derived from a Hamiltonian. Symmetry of $F$ is not required, so the theorems cover the symmetric case and slightly more.

## The trace as an inner product

```lean
/-- The squared Frobenius norm is the trace of `Aᵀ A`. -/
theorem frob_sq (A : Matrix n n ℝ) : frob A ^ 2 = trace (Aᵀ * A) := by
  rw [frob, Real.sq_sqrt (by positivity), Finset.sum_comm]
  simp [Matrix.trace, Matrix.mul_apply, sq]
```

In a Lean theorem, the statement stands after the colon and the proof after `:=`. Here the statement is $\|A\|_F^2=\operatorname{tr}(A^TA)$. Indeed, $\operatorname{tr}(A^TA)=\sum_j\sum_i A_{ij}^2$, and the proof exchanges the two sums.

```lean
/-- The Cauchy-Schwarz inequality for the trace inner product of real matrices. -/
theorem trace_mul_le (A B : Matrix n n ℝ) : trace (Aᵀ * B) ≤ frob A * frob B := by
  have h := Real.sum_mul_le_sqrt_mul_sqrt Finset.univ
    (fun p : n × n => A p.1 p.2) (fun p : n × n => B p.1 p.2)
  simp only [Fintype.sum_prod_type] at h
  have e : trace (Aᵀ * B) = ∑ i, ∑ j, A i j * B i j := by
    rw [Finset.sum_comm]
    simp [Matrix.trace, Matrix.mul_apply]
  rw [e]
  exact h
```

This is the Cauchy–Schwarz inequality $\operatorname{tr}(A^TB)\le\|A\|_F\|B\|_F$. Since $\operatorname{tr}(A^TB)=\sum_i\sum_j A_{ij}B_{ij}$, it is the usual inequality for vectors whose components are labelled by pairs $(i,j)$, and the proof takes it from Mathlib in that form.

## From vectors to traces

```lean
variable [DecidableEq n]

/-- If `F` commutes with a projector `R` and its quadratic form is at most `c` per unit squared
length on the range of `R`, then `tr (F R S) ≤ c tr (R S)` for every projector `S`. -/
theorem trace_le_of_form_le {F R S : Matrix n n ℝ} {c : ℝ} (hR : IsProjector R)
    (hS : IsProjector S) (hF : R * F = F * R)
    (hform : ∀ x : n → ℝ, R *ᵥ x = x → x ⬝ᵥ F *ᵥ x ≤ c * (x ⬝ᵥ x)) :
    trace (F * R * S) ≤ c * trace (R * S) := by
  -- the trace is a sum of quadratic forms over the columns of `R * S`
  have key : ∀ G : Matrix n n ℝ, R * G = G * R → trace (G * R * S) =
      ∑ j, (fun i => (R * S) i j) ⬝ᵥ G *ᵥ (fun i => (R * S) i j) := by
    intro G hG
    have h1 : trace (G * R * S) = trace ((R * S)ᵀ * (G * (R * S))) := by
      rw [transpose_mul, hR.sym, hS.sym, mul_assoc S R, trace_mul_comm S]
      congr 1
      calc G * R * S = G * (R * R) * (S * S) := by rw [hR.idem, hS.idem]
        _ = (G * R) * R * S * S := by simp only [mul_assoc]
        _ = (R * G) * R * S * S := by rw [hG]
        _ = R * (G * (R * S)) * S := by simp only [mul_assoc]
    rw [h1]
    rfl
  have k1 := key 1 (by simp)
  simp only [one_mul, one_mulVec] at k1
  have hRX : R * (R * S) = R * S := by rw [← mul_assoc, hR.idem]
  rw [key F hF, k1, Finset.mul_sum]
  refine Finset.sum_le_sum fun j _ => hform _ ?_
  funext i
  exact congrFun (congrFun hRX i) j
```

Let $R$ and $S$ be projectors, with $R$ commuting with $F$. If $x\cdot Fx\le c\,x\cdot x$ on the range of $R$, then $\operatorname{tr}(FRS)\le c\operatorname{tr}(RS)$.

To see this, take any $G$ that commutes with $R$. Because $(RS)^T=SR$, cyclicity of the trace and idempotence give

$$\operatorname{tr}\big((RS)^TG(RS)\big)=\operatorname{tr}(SRGRS)=\operatorname{tr}(RGRS)=\operatorname{tr}(GRS).$$

The left side equals $\sum_j x_j\cdot Gx_j$, where $x_j$ is column $j$ of $RS$. This identity is the intermediate result `key`. The proof uses it for $G=F$ and for $G=1$, which gives

$$\operatorname{tr}(FRS)=\sum_j x_j\cdot Fx_j,\qquad \operatorname{tr}(RS)=\sum_j x_j\cdot x_j.$$

Each column satisfies $Rx_j=x_j$, because $R(RS)=RS$. The assumed bound therefore applies column by column, and `Finset.sum_le_sum` adds the results.

## The energy cost of leaving the aufbau density

```lean
/-- Replacing the aufbau density `P` by another projector `P'` of equal trace raises the
energy `tr (F P)` by at least `g / 2` times the squared distance of the two. -/
theorem energy_excess {F P P' : Matrix n n ℝ} {μ g : ℝ} (h : IsAufbau F P μ g)
    (hP' : IsProjector P') (ht : trace P = trace P') :
    g / 2 * frob (P - P') ^ 2 ≤ trace (F * P') - trace (F * P) := by
  have compl : ∀ R : Matrix n n ℝ, IsProjector R → IsProjector (1 - R) := by
    intro R hR
    refine ⟨by rw [transpose_sub, transpose_one, hR.sym], ?_⟩
    rw [mul_sub, mul_one, sub_mul, one_mul, hR.idem, sub_self, sub_zero]
  have hc := h.comm
  -- the occupied part lost and the virtual part gained
  have a := trace_le_of_form_le h.proj (compl P' hP') hc h.occ
  have b := trace_le_of_form_le (F := -F) (c := -(μ + g)) (compl P h.proj) hP'
    (by
      simp only [sub_mul, mul_sub, one_mul, mul_one, mul_neg, neg_mul, hc]
      abel)
    (by
      intro x hx
      rw [sub_mulVec, one_mulVec] at hx
      have hv := h.virt x (sub_eq_self.1 hx)
      rw [neg_mulVec, dotProduct_neg]
      linarith)
  have e1 : trace (-F * (1 - P) * P') = trace (F * P * P') - trace (F * P') := by
    rw [show -F * (1 - P) * P' = F * P * P' - F * P' by noncomm_ring, trace_sub]
  have e2 : frob (P - P') ^ 2 = trace P + trace P' - 2 * trace (P * P') := by
    rw [frob_sq, transpose_sub, h.proj.sym, hP'.sym,
      show (P - P') * (P - P') = P * P - P * P' - P' * P + P' * P' by noncomm_ring,
      h.proj.idem, hP'.idem, trace_add, trace_sub, trace_sub, trace_mul_comm P' P]
    ring
  rw [mul_sub, mul_one, trace_sub, mul_sub, mul_one, trace_sub, ht] at a
  rw [e1, sub_mul, one_mul, trace_sub] at b
  rw [e2, ht]
  nlinarith [a, b]
```

For fixed $F$, the quantity $\operatorname{tr}(FP)$ is the sum of the occupied orbital energies. It is not the Hartree–Fock total energy, since the sum of orbital energies counts the electron repulsion twice. The theorem says that any other projector $P'$ of equal trace, whether or not it commutes with $F$, satisfies

$$\operatorname{tr}(FP')-\operatorname{tr}(FP)\ge\frac g2\|P-P'\|_F^2.$$

Write $d=\|P-P'\|_F$ and let $N$ be the common trace. Expanding the square gives $d^2=2N-2\operatorname{tr}(PP')$, which is `e2` before the traces are set equal. Hence

$$\operatorname{tr}\big(P(1-P')\big)=\operatorname{tr}\big((1-P)P'\big)=N-\operatorname{tr}(PP')=\frac{d^2}{2}.$$

The matrices $1-P$ and $1-P'$ are again projectors, as `compl` shows. The previous theorem, applied to $P$ with $1-P'$, gives the inequality `a`:

$$\operatorname{tr}\big(FP(1-P')\big)\le\mu\,\frac{d^2}{2}.$$

Applied to $-F$ and $1-P$ with $P'$, it gives `b`, which after a change of sign reads

$$\operatorname{tr}\big(F(1-P)P'\big)\ge(\mu+g)\,\frac{d^2}{2}.$$

On subtraction the terms $\operatorname{tr}(FPP')$ cancel and so does $\mu$, which leaves the claim. The closing `nlinarith` carries out this combination.

## The response bound

```lean
/-- Two aufbau densities of equal trace, each with gap `g > 0` above its own threshold,
differ in Frobenius norm by at most the difference of their Fock matrices divided by `g`. -/
theorem density_response_bound {F F' P P' : Matrix n n ℝ} {μ μ' g : ℝ} (hg : 0 < g)
    (h : IsAufbau F P μ g) (h' : IsAufbau F' P' μ' g) (ht : trace P = trace P') :
    frob (P - P') ≤ frob (F - F') / g := by
  have hs : frob (P' - P) = frob (P - P') := by
    unfold frob
    congr 1
    refine Finset.sum_congr rfl fun i _ => Finset.sum_congr rfl fun j _ => ?_
    simp only [Matrix.sub_apply]
    ring
  -- add the two energy inequalities and apply Cauchy-Schwarz
  have a := energy_excess h h'.proj ht
  have b := energy_excess h' h.proj ht.symm
  have c := trace_mul_le (P' - P) (F - F')
  have e : trace ((P' - P)ᵀ * (F - F')) =
      trace (F * P') - trace (F * P) + (trace (F' * P) - trace (F' * P')) := by
    rw [transpose_sub, h.proj.sym, h'.proj.sym, trace_mul_comm,
      show (F - F') * (P' - P) = F * P' - F * P + (F' * P - F' * P') by noncomm_ring,
      trace_add, trace_sub, trace_sub]
  rw [hs] at b c
  rw [e] at c
  rw [le_div_iff₀ hg]
  have hd : 0 ≤ frob (P - P') := Real.sqrt_nonneg _
  rcases hd.eq_or_lt with h0 | hpos
  · rw [← h0, zero_mul]
    exact Real.sqrt_nonneg _
  · refine le_of_mul_le_mul_left ?_ hpos
    nlinarith [a, b, c]
```

The hypotheses `h` and `h'` allow separate thresholds $\mu$ and $\mu'$ but use one common $g$. If the two gaps differ, $g$ can be the smaller one.

The energy inequality is used twice, the second time with the roles exchanged:

$$\operatorname{tr}(FP')-\operatorname{tr}(FP)\ge\frac g2d^2,\qquad \operatorname{tr}(F'P)-\operatorname{tr}(F'P')\ge\frac g2d^2.$$

Their sum, together with Cauchy–Schwarz, gives

$$g\,d^2\le\operatorname{tr}\big((F-F')(P'-P)\big)\le\|F-F'\|_F\,d.$$

If $d=0$, the bound holds because a norm is nonnegative. If $d>0$, division by $d$ and then by $g$ finishes the argument. In the code, `a` and `b` are the two energy inequalities, `c` is Cauchy–Schwarz, and `rcases` separates the two cases.

**Two coupled levels.** Take

$$F=\begin{pmatrix}0&0\\0&3\end{pmatrix},\qquad F'=\begin{pmatrix}0&2\\2&3\end{pmatrix},$$

with one occupied orbital each. The eigenvalues of $F'$ are $-1$ and $4$, and its lower normalised eigenvector is $(2,-1)/\sqrt5$. Therefore

$$P=\begin{pmatrix}1&0\\0&0\end{pmatrix},\qquad P'=\frac15\begin{pmatrix}4&-2\\-2&1\end{pmatrix},\qquad \|P-P'\|_F=\frac{\sqrt{10}}5\approx0.632.$$

The gaps are 3 and 5, so $g=3$ is allowed. With $\|F-F'\|_F=2\sqrt2$, the bound is $2\sqrt2/3\approx0.943$.

**Unequal particle numbers.** Without the equal-trace hypothesis the bound fails for a single orbital. Take $F=F'=0$, $P=1$ and $P'=0$. The aufbau condition holds with $g=1$ for both, with $\mu=0$ for the filled orbital and $\mu'=-1$ for the empty one. The densities are at distance 1, while $\|F-F'\|_F/g=0$. The two thresholds act like different chemical potentials, and here they select different particle numbers for the same Fock matrix.

## Cases of equality

```lean
omit [DecidableEq n] in
/-- For a projector `P`, the matrix `-g P` has `P` as aufbau density with threshold `-g`
and gap `g`. -/
theorem aufbau_neg_smul {P : Matrix n n ℝ} (hP : IsProjector P) (g : ℝ) :
    IsAufbau (-g • P) P (-g) g := by
  refine ⟨hP, by rw [mul_smul_comm, smul_mul_assoc], fun x hx => ?_, fun x hx => ?_⟩
  · have e : x ⬝ᵥ (-g • P) *ᵥ x = -g * (x ⬝ᵥ x) := by
      rw [smul_mulVec, hx, dotProduct_smul, smul_eq_mul]
    exact e.le
  · rw [smul_mulVec, hx, smul_zero, dotProduct_zero, neg_add_cancel, zero_mul]
```

For $g>0$, every projector $P$ is an aufbau density of $-gP$. On its range the quadratic form is $-g\,x\cdot x$, and on its kernel it is zero, which matches $\mu=-g$ and $\mu+g=0$.

```lean
omit [DecidableEq n] in
/-- For `g > 0` and any two matrices `P`, `P'`, the choice `F = -g P`, `F' = -g P'` turns the
response bound into an equality. -/
theorem response_bound_attained (P P' : Matrix n n ℝ) {g : ℝ} (hg : 0 < g) :
    frob (P - P') = frob (-g • P - -g • P') / g := by
  have e : frob (-g • P - -g • P') = g * frob (P - P') := by
    have hsum : ∑ i, ∑ j, (-g • P - -g • P') i j ^ 2 =
        g ^ 2 * ∑ i, ∑ j, (P - P') i j ^ 2 := by
      simp only [Finset.mul_sum]
      refine Finset.sum_congr rfl fun i _ => Finset.sum_congr rfl fun j _ => ?_
      simp only [Matrix.sub_apply, Matrix.smul_apply, smul_eq_mul]
      ring
    rw [frob, hsum, Real.sqrt_mul (sq_nonneg g), Real.sqrt_sq hg.le, frob]
  rw [e, mul_div_cancel_left₀ _ hg.ne']
```

With $F=-gP$ and $F'=-gP'$ we have $\|F-F'\|_F=g\|P-P'\|_F$, since $g>0$, and division by $g$ gives equality in the bound. This scaling identity holds for any two matrices. For projectors of equal trace, the preceding theorem supplies the aufbau conditions as well.

```lean
/-- Two explicit two-level densities of equal trace, at distance 1, are aufbau densities
with gap 1 of the matrices `-P` and `-P'`. -/
theorem density_response_witness :
    IsAufbau ((-1 : ℝ) • !![1, 0; 0, 0]) !![1, 0; 0, 0] (-1) 1 ∧
    IsAufbau ((-1 : ℝ) • !![1/2, 1/2; 1/2, 1/2]) !![1/2, 1/2; 1/2, 1/2] (-1) 1 ∧
    trace !![(1 : ℝ), 0; 0, 0] = trace !![(1/2 : ℝ), 1/2; 1/2, 1/2] ∧
    frob (!![1, 0; 0, 0] - !![1/2, 1/2; 1/2, 1/2]) = 1 := by
  refine ⟨aufbau_neg_smul ⟨?_, ?_⟩ 1, aufbau_neg_smul ⟨?_, ?_⟩ 1, ?_, ?_⟩
  iterate 4
    · ext i j
      fin_cases i <;> fin_cases j <;> norm_num [Matrix.mul_apply, Fin.sum_univ_two]
  · norm_num [Matrix.trace_fin_two]
  · norm_num [frob, Fin.sum_univ_two]
```

The notation `!![a, b; c, d]` writes a matrix row by row. The two densities project onto the normalised vectors $(1,0)$ and $(1,1)/\sqrt2$. Both have trace 1, and

$$P-P'=\frac12\begin{pmatrix}1&-1\\-1&-1\end{pmatrix},\qquad \|P-P'\|_F=\sqrt{4\cdot\tfrac14}=1.$$

With $F=-P$, $F'=-P'$ and $g=1$, both sides of the response bound equal 1. The factor $1/g$ therefore cannot be replaced by a smaller one in general.

## Uniqueness of a self-consistent density

```lean
/-- If the Fock matrix depends on the density with Lipschitz constant `L` below the gap `g > 0`,
two self-consistent aufbau densities of equal trace and gap `g` coincide. -/
theorem scf_solution_unique {fock : Matrix n n ℝ → Matrix n n ℝ} {P P' : Matrix n n ℝ}
    {μ μ' g L : ℝ} (hg : 0 < g) (hLg : L < g)
    (hL : ∀ A B, IsProjector A → IsProjector B →
      frob (fock A - fock B) ≤ L * frob (A - B))
    (h : IsAufbau (fock P) P μ g) (h' : IsAufbau (fock P') P' μ' g)
    (ht : trace P = trace P') : P = P' := by
  have a := density_response_bound hg h h' ht
  rw [le_div_iff₀ hg] at a
  have b := hL P P' h.proj h'.proj
  have hd : 0 ≤ frob (P - P') := Real.sqrt_nonneg _
  have h0 : frob (P - P') = 0 := by
    by_contra hne
    have hpos := lt_of_le_of_ne hd (Ne.symm hne)
    nlinarith [mul_pos hpos (sub_pos.2 hLg)]
  -- a matrix of zero Frobenius norm has zero entries
  have h2 : ∑ i, ∑ j, (P - P') i j ^ 2 = 0 := (Real.sqrt_eq_zero (by positivity)).1 h0
  ext i j
  have h3 := (Finset.sum_eq_zero_iff_of_nonneg (fun i _ =>
    Finset.sum_nonneg fun j _ => sq_nonneg ((P - P') i j))).1 h2 i (Finset.mem_univ i)
  have h4 := (Finset.sum_eq_zero_iff_of_nonneg (fun j _ =>
    sq_nonneg ((P - P') i j))).1 h3 j (Finset.mem_univ j)
  have h5 : (P - P') i j = 0 := pow_eq_zero_iff two_ne_zero |>.1 h4
  rw [Matrix.sub_apply] at h5
  linarith

end

end DensityMatrixResponse
```

Now the Fock matrix depends on the density through a map `fock`. Self-consistency means that $P$ is an aufbau density of `fock P`, and likewise for $P'$. The hypothesis `hL` requires

$$\|\mathrm{fock}(A)-\mathrm{fock}(B)\|_F\le L\|A-B\|_F$$

for all projectors $A$ and $B$. The constant $L$ measures how strongly the mean field reacts to a change of density. It is postulated here, not computed from electron-repulsion integrals.

With $d=\|P-P'\|_F$ as before, the response bound gives

$$g\,d\le\|\mathrm{fock}(P)-\mathrm{fock}(P')\|_F\le L\,d.$$

Since $L<g$, a positive $d$ is impossible. Thus $d=0$, every entry of $P-P'$ vanishes, and $P=P'$. The last lines of the proof extract this entrywise statement from the vanishing sum of squares.

The theorem compares solutions that have equal trace and a gap of at least $g$ each. It neither produces a solution nor says whether an SCF iteration converges to one.

```lean
#print axioms DensityMatrixResponse.density_response_bound
#print axioms DensityMatrixResponse.response_bound_attained
#print axioms DensityMatrixResponse.scf_solution_unique
```

```
'DensityMatrixResponse.density_response_bound' depends on axioms: [propext, Classical.choice, Quot.sound]
'DensityMatrixResponse.response_bound_attained' depends on axioms: [propext, Classical.choice, Quot.sound]
'DensityMatrixResponse.scf_solution_unique' depends on axioms: [propext, Classical.choice, Quot.sound]
```
